# The Thermodynamic Limit of $\ln Z_n/n$ for Open Nearest-Neighbour Chains with Finitely Many Site States

Let $S$ be a finite nonempty set of site states and $e(s,t)$ a real bond energy, not necessarily symmetric. Let $b\ge 0$ be the inverse temperature $1/k_BT$, and let $M=\max_{s,t}|e(s,t)|$. A configuration of $n$ sites is $s=(s_0,\dots,s_{n-1})$. The chain is open, so its energy and partition function are

$$E_n(s)=\sum_{i=0}^{n-2}e(s_i,s_{i+1}),\qquad Z_n=\sum_{s\in S^n}e^{-bE_n(s)}.$$

For $n\le 1$ there are no bonds and the energy is zero. Hence $Z_0=1$ and $Z_1=|S|$.

## Cutting one bond bounds the partition function

For $n,m\ge1$,

$$Z_nZ_m\,e^{-bM}\le Z_{n+m}\le Z_nZ_m\,e^{bM},$$

and there is a real number $\varphi$ with $\ln(Z_n)/n\to\varphi$ and $|\ln(Z_n)/n-\varphi|\le bM/n$ for all $n\ge1$.

Join a chain $s$ of $n$ sites to a chain $t$ of $m$ sites. Exactly one bond is added:

$$E_{n+m}(s,t)=E_n(s)+e(s_{n-1},t_0)+E_m(t).$$

Each configuration of $n+m$ sites is one such pair, so

$$Z_{n+m}=\sum_{s,t}e^{-bE_n(s)}\,e^{-be(s_{n-1},t_0)}\,e^{-bE_m(t)}.$$

Since $b\ge0$, the middle factor lies between $e^{-bM}$ and $e^{bM}$. The other factors are positive, so summing gives both inequalities.

The sign of $b$ matters here. Take $S=\{+1,-1\}$, $e(s,t)=-st$ and $b=-1$. Then $Z_1=2$, $Z_2=4\cosh 1$ and $M=1$, and the upper bound would read $4\cosh1\le4e^{-1}$, which is false.

## From near-additivity to a limit

Put $C=bM$. Taking logarithms gives

$$|\ln Z_{n+m}-\ln Z_n-\ln Z_m|\le C,$$

which also holds if $n$ or $m$ is zero, because $\ln Z_0=0$. The shifted sequence $a_n=\ln Z_n+C$ is therefore subadditive:

$$a_{n+m}\le \ln Z_n+\ln Z_m+2C=a_n+a_m.$$

Fekete's lemma now applies. Fix $k\ge1$ and write $n=qk+r$ with $0\le r<k$. Then $a_n\le q\,a_k+a_r$, and dividing by $n$ gives $\limsup a_n/n\le a_k/k$. This holds for every $k$, so $a_n/n$ converges to $\inf_{k\ge1}a_k/k$. The infimum is finite, since adding sites one at a time gives $a_n\ge n(\ln Z_1-C)$.

As $C/n\to0$, $\ln(Z_n)/n$ has the same limit $\varphi$, and $\varphi\le(\ln Z_n+C)/n$. The same argument for $-\ln Z_n+C$ gives $-\varphi\le(-\ln Z_n+C)/n$. Together these are the stated error bound.

For the zero-field Ising chain, $e(s,t)=-Jst$ with $s,t=\pm1$. Summing over an end spin gives $\sum_t e^{bJst}=2\cosh bJ$ for either value of its neighbour $s$. Starting from $Z_1=2$, we get $Z_{n+1}=2(2\cosh bJ)^n$, so for $n\ge1$

$$\frac{\ln Z_n}{n}=\ln(2\cosh bJ)-\frac{\ln\cosh bJ}{n}\longrightarrow\ln(2\cosh bJ).$$

## The chain in Lean

The type `S` is the set of site states.

```lean
import Mathlib

open Filter Topology

namespace OpenChainThermodynamicLimit

noncomputable section

variable {S : Type*}
```

A configuration is a function `Fin n → S`, with sites numbered from $0$. The double sum keeps the pairs $(i,j)$ with $j=i+1$, so each bond is counted once.

```lean
/-- Energy of an open chain of `n` sites: the bond energy `e` summed over all pairs of
consecutive sites. -/
def energy (e : S → S → ℝ) {n : ℕ} (s : Fin n → S) : ℝ :=
  ∑ i : Fin n, ∑ j : Fin n, if (i : ℕ) + 1 = (j : ℕ) then e (s i) (s j) else 0
```

The comparison is made between natural numbers. Addition inside `Fin n` wraps around, so for $n\ge3$ the condition `i + 1 = j` read there would also bond the last site to the first, and the model would be a ring.

```lean
/-- Partition function of the open chain of `n` sites at inverse temperature `b`. -/
def partitionFn [Fintype S] (e : S → S → ℝ) (b : ℝ) (n : ℕ) : ℝ :=
  ∑ s : Fin n → S, Real.exp (-b * energy e s)
```

`Fintype S` makes the configuration sum finite. `Nonempty S` is needed for the next definition, a maximum over all pairs of states.

```lean
/-- The largest absolute value of the bond energy, for a finite nonempty state set. -/
def maxBond [Fintype S] [Nonempty S] (e : S → S → ℝ) : ℝ :=
  Finset.univ.sup' Finset.univ_nonempty (fun p : S × S => |e p.1 p.2|)
```

## Joining two chains

The lengths are written `n + 1` and `m + 1`, so that a last site `Fin.last n` and a first site `0` exist.

```lean
/-- Joining two nonempty open chains adds one bond energy, between the last site of the
first chain and the first site of the second. -/
theorem energy_append (e : S → S → ℝ) {n m : ℕ} (s : Fin (n + 1) → S)
    (t : Fin (m + 1) → S) :
    energy e (Fin.append s t) = energy e s + e (s (Fin.last n)) (t 0) + energy e t := by
  -- split the double sum over sites into blocks
  have split : ∀ (p q : ℕ) (x : Fin p → S) (y : Fin q → S),
      energy e (Fin.append x y) = energy e x
        + (∑ i : Fin p, ∑ j : Fin q,
            if (i : ℕ) + 1 = p + (j : ℕ) then e (x i) (y j) else 0) + energy e y := by
    intro p q x y
    have hc : ∀ i : Fin p, ((Fin.castAdd q i : Fin (p + q)) : ℕ) = i := fun _ => rfl
    have hn : ∀ j : Fin q, ((Fin.natAdd p j : Fin (p + q)) : ℕ) = p + j := fun _ => rfl
    have hz : ∀ (i : Fin q) (j : Fin p), (p + (i : ℕ) + 1 = (j : ℕ)) ↔ False := by
      intro i j
      have := j.isLt
      constructor
      · intro h
        omega
      · exact False.elim
    have hB : ∀ i j : Fin q, (p + (i : ℕ) + 1 = p + (j : ℕ)) ↔ (i : ℕ) + 1 = j := by
      intro i j
      omega
    simp only [energy, Fin.sum_univ_add, Fin.append_left, Fin.append_right, hc, hn, hz, hB,
      if_false, Finset.sum_const_zero, Finset.sum_add_distrib]
    ring
  rw [split]
  congr 2
  -- only one pair of sites connects the two pieces
  refine (Fintype.sum_eq_single (Fin.last n) ?_).trans
    ((Fintype.sum_eq_single (0 : Fin (m + 1)) ?_).trans ?_)
  · intro i hi
    refine Finset.sum_eq_zero fun j _ => if_neg ?_
    intro h
    have hlt := i.isLt
    have h2 : (i : ℕ) = n := by omega
    exact hi (Fin.ext h2)
  · intro j hj
    refine if_neg ?_
    intro h
    have h' : n + 1 = n + 1 + (j : ℕ) := h
    have h2 : (j : ℕ) = 0 := by omega
    exact hj (Fin.ext (by simpa using h2))
  · simp
```

The local claim `split` divides the double sum into blocks: bonds within each piece, bonds from the first piece to the second, and backward pairs, which contribute nothing. `Fintype.sum_eq_single`, used twice, then picks out the one connecting bond.

```lean
/-- The partition function of a joined chain is a double sum over its two nonempty pieces,
coupled by the Boltzmann factor of the connecting bond. -/
theorem partitionFn_add [Fintype S] (e : S → S → ℝ) (b : ℝ) (n m : ℕ) :
    partitionFn e b (n + 1 + (m + 1)) =
      ∑ s : Fin (n + 1) → S, ∑ t : Fin (m + 1) → S,
        Real.exp (-b * energy e s) * Real.exp (-b * e (s (Fin.last n)) (t 0))
          * Real.exp (-b * energy e t) := by
  let E : (Fin (n + 1) → S) × (Fin (m + 1) → S) ≃ (Fin (n + 1 + (m + 1)) → S) :=
    { toFun := fun p => Fin.append p.1 p.2
      invFun := fun u => (fun i => u (Fin.castAdd (m + 1) i), fun j => u (Fin.natAdd (n + 1) j))
      left_inv := fun p => Prod.ext (funext fun i => Fin.append_left p.1 p.2 i)
        (funext fun j => Fin.append_right p.1 p.2 j)
      right_inv := by
        intro u
        funext i
        refine Fin.addCases (fun i => ?_) (fun j => ?_) i
        · simp only [Fin.append_left]
        · simp only [Fin.append_right] }
  calc partitionFn e b (n + 1 + (m + 1))
      = ∑ p : (Fin (n + 1) → S) × (Fin (m + 1) → S),
          Real.exp (-b * energy e (Fin.append p.1 p.2)) :=
        (E.sum_comp fun u => Real.exp (-b * energy e u)).symm
    _ = ∑ s : Fin (n + 1) → S, ∑ t : Fin (m + 1) → S,
          Real.exp (-b * energy e (Fin.append s t)) := Fintype.sum_prod_type _
    _ = _ := by
        refine Finset.sum_congr rfl fun s _ => Finset.sum_congr rfl fun t _ => ?_
        rw [energy_append, ← Real.exp_add, ← Real.exp_add]
        congr 1
        ring
```

The equivalence `E` identifies a long configuration with its two pieces. After this reindexing, `energy_append` factorises each Boltzmann weight.

```lean
/-- For `b ≥ 0` and nonempty pieces, cutting a chain in two changes its partition function
at most by a factor `exp (b max|e|)` in either direction. -/
theorem partitionFn_bounds [Fintype S] [Nonempty S] (e : S → S → ℝ) {b : ℝ} (hb : 0 ≤ b)
    {n m : ℕ} (hn : 1 ≤ n) (hm : 1 ≤ m) :
    partitionFn e b n * partitionFn e b m * Real.exp (-(b * maxBond e))
        ≤ partitionFn e b (n + m) ∧
      partitionFn e b (n + m)
        ≤ partitionFn e b n * partitionFn e b m * Real.exp (b * maxBond e) := by
  obtain ⟨n, rfl⟩ := Nat.exists_eq_add_of_le' hn
  obtain ⟨m, rfl⟩ := Nat.exists_eq_add_of_le' hm
  have hprod : ∀ c : ℝ, partitionFn e b (n + 1) * partitionFn e b (m + 1) * c =
      ∑ s : Fin (n + 1) → S, ∑ t : Fin (m + 1) → S,
        Real.exp (-b * energy e s) * c * Real.exp (-b * energy e t) := by
    intro c
    unfold partitionFn
    rw [Finset.sum_mul_sum, Finset.sum_mul]
    refine Finset.sum_congr rfl fun s _ => ?_
    rw [Finset.sum_mul]
    exact Finset.sum_congr rfl fun t _ => by ring
  -- the connecting bond energy lies between -max|e| and max|e|
  have hbond : ∀ x y : S, -(b * maxBond e) ≤ -b * e x y ∧ -b * e x y ≤ b * maxBond e := by
    intro x y
    have h : |e x y| ≤ maxBond e :=
      Finset.le_sup' (fun p : S × S => |e p.1 p.2|) (Finset.mem_univ (x, y))
    have h1 := mul_le_mul_of_nonneg_left (abs_le.mp h).1 hb
    have h2 := mul_le_mul_of_nonneg_left (abs_le.mp h).2 hb
    constructor <;> linarith
  rw [partitionFn_add, hprod, hprod]
  constructor
  · refine Finset.sum_le_sum fun s _ => Finset.sum_le_sum fun t _ => ?_
    exact mul_le_mul_of_nonneg_right (mul_le_mul_of_nonneg_left
      (Real.exp_le_exp.mpr (hbond _ _).1) (Real.exp_pos _).le) (Real.exp_pos _).le
  · refine Finset.sum_le_sum fun s _ => Finset.sum_le_sum fun t _ => ?_
    exact mul_le_mul_of_nonneg_right (mul_le_mul_of_nonneg_left
      (Real.exp_le_exp.mpr (hbond _ _).2) (Real.exp_pos _).le) (Real.exp_pos _).le
```

Here `hbond` bounds the exponent of the connecting factor, and `hprod` writes the product $Z_nZ_mc$ as a double sum, so that the comparison is made term by term.

```lean
/-- For `b ≥ 0` the logarithm of the partition function is additive in the chain length up
to an error of at most `b max|e|`. -/
theorem log_partitionFn_almost_additive [Fintype S] [Nonempty S] (e : S → S → ℝ) {b : ℝ}
    (hb : 0 ≤ b) (n m : ℕ) :
    |Real.log (partitionFn e b (n + m)) - Real.log (partitionFn e b n)
      - Real.log (partitionFn e b m)| ≤ b * maxBond e := by
  have hM : 0 ≤ b * maxBond e := by
    obtain ⟨x⟩ := ‹Nonempty S›
    exact mul_nonneg hb ((abs_nonneg (e x x)).trans
      (Finset.le_sup' (fun p : S × S => |e p.1 p.2|) (Finset.mem_univ (x, x))))
  have hzero : partitionFn e b 0 = 1 := by simp [partitionFn, energy]
  have hpos : ∀ k, 0 < partitionFn e b k := fun k =>
    Finset.sum_pos (fun _ _ => Real.exp_pos _) Finset.univ_nonempty
  rcases Nat.eq_zero_or_pos n with rfl | hn
  · rw [zero_add, hzero, Real.log_one, sub_zero, sub_self, abs_zero]
    exact hM
  rcases Nat.eq_zero_or_pos m with rfl | hm
  · rw [add_zero, hzero, Real.log_one, sub_zero, sub_self, abs_zero]
    exact hM
  obtain ⟨hl, hu⟩ := partitionFn_bounds e hb hn hm
  have hnm := mul_pos (hpos n) (hpos m)
  have h1 := Real.log_le_log (mul_pos hnm (Real.exp_pos _)) hl
  have h2 := Real.log_le_log (hpos (n + m)) hu
  rw [Real.log_mul hnm.ne' (Real.exp_pos _).ne', Real.log_mul (hpos n).ne' (hpos m).ne',
    Real.log_exp] at h1 h2
  exact abs_le.mpr ⟨by linarith, by linarith⟩
```

The cases of length zero are treated separately; otherwise the logarithms of the two bounds give the result.

## The limit and its error

The next lemma concerns any real sequence that is additive up to a constant.

```lean
/-- A real sequence that is additive up to an error `C` has a limit per unit length, and
this limit is at most `(f n + C) / n` for every `n ≥ 1`. -/
theorem limit_le_of_almost_additive (f : ℕ → ℝ) (C : ℝ)
    (h : ∀ n m, |f (n + m) - f n - f m| ≤ C) :
    ∃ φ : ℝ, Tendsto (fun n : ℕ => f n / n) atTop (𝓝 φ) ∧
      ∀ n : ℕ, 1 ≤ n → φ ≤ (f n + C) / n := by
  have hsub : Subadditive (fun n => f n + C) := fun m n => by
    have := (abs_le.mp (h m n)).2
    show f (m + n) + C ≤ f m + C + (f n + C)
    linarith
  -- a linear lower bound keeps the limit finite
  have hlow : ∀ n : ℕ, (n : ℝ) * (f 1 - C) ≤ f n + C := by
    intro n
    induction n with
    | zero =>
      have := (abs_le.mp (h 0 0)).2
      simp only [add_zero] at this
      rw [Nat.cast_zero, zero_mul]
      linarith
    | succ k ih =>
      have := (abs_le.mp (h k 1)).1
      push_cast
      linarith
  have hbdd : BddBelow (Set.range fun n : ℕ => (f n + C) / (n : ℝ)) := by
    refine ⟨min 0 (f 1 - C), ?_⟩
    rintro _ ⟨n, rfl⟩
    rcases Nat.eq_zero_or_pos n with rfl | hn
    · simp
    · have hn' : (0 : ℝ) < n := Nat.cast_pos.mpr hn
      exact (min_le_right _ _).trans ((le_div_iff₀ hn').mpr (by linarith [hlow n]))
  refine ⟨hsub.lim, ?_, fun n hn => hsub.lim_le_div hbdd (by omega)⟩
  have h1 := (hsub.tendsto_lim hbdd).sub (tendsto_const_div_atTop_nhds_zero_nat C)
  rw [sub_zero] at h1
  refine h1.congr fun n => ?_
  show (f n + C) / (n : ℝ) - C / n = f n / n
  ring
```

`hsub` is the subadditivity of the shifted sequence and `hlow` the linear lower bound, proved by induction. Mathlib's `Subadditive` results supply Fekete's lemma. The `min 0` in `hbdd` accommodates the index $n=0$, where Lean evaluates division by zero as zero.

```lean
/-- Thermodynamic limit: for a finite nonempty state set and `b ≥ 0`, `ln Z_n / n` converges
to a real number, and for `n ≥ 1` it differs from its limit by at most `b max|e| / n`. -/
theorem thermodynamic_limit [Fintype S] [Nonempty S] (e : S → S → ℝ) {b : ℝ} (hb : 0 ≤ b) :
    ∃ φ : ℝ, Tendsto (fun n : ℕ => Real.log (partitionFn e b n) / n) atTop (𝓝 φ) ∧
      ∀ n : ℕ, 1 ≤ n →
        |Real.log (partitionFn e b n) / n - φ| ≤ b * maxBond e / n := by
  have h := log_partitionFn_almost_additive e hb
  obtain ⟨φ, hφ, hu⟩ :=
    limit_le_of_almost_additive (fun n => Real.log (partitionFn e b n)) _ h
  -- the same lemma for -ln Z gives the bound from the other side
  obtain ⟨ψ, hψ, hl⟩ :=
    limit_le_of_almost_additive (fun n => -Real.log (partitionFn e b n)) (b * maxBond e)
      (fun n m => by
        have h' := abs_le.mp (h n m)
        exact abs_le.mpr ⟨by linarith [h'.2], by linarith [h'.1]⟩)
  have hψφ : ψ = -φ :=
    tendsto_nhds_unique hψ (hφ.neg.congr fun n => (neg_div _ _).symm)
  refine ⟨φ, hφ, fun n hn => ?_⟩
  have h1 : φ ≤ (Real.log (partitionFn e b n) + b * maxBond e) / n := hu n hn
  have h2 : ψ ≤ (-Real.log (partitionFn e b n) + b * maxBond e) / n := hl n hn
  rw [add_div] at h1
  rw [hψφ, add_div, neg_div] at h2
  exact abs_le.mpr ⟨by linarith, by linarith⟩
```

The lemma is used for $\ln Z_n$ and for $-\ln Z_n$. Uniqueness of limits gives `ψ = -φ`, and the two one-sided estimates combine into the absolute value.

For $b>0$ the free energy per site is $-\ln(Z_n)/(bn)$, so its value for $n$ open sites differs from the infinite-chain value by at most $M/n$. This bounds the finite-size error of the free energy per site, not that of other quantities such as correlation functions. In quantum terms, $Z_n$ is the trace of $e^{-bH}$ for a Hamiltonian diagonal in the product basis of site states; non-commuting terms are not covered, nor are higher dimensions. The energy is a sum of nearest-neighbour bond terms only: a uniform field acting on every site, both ends included, is not of this form, and longer-range bonds are not treated. The theorem gives no formula for $\varphi$ and says nothing about its smoothness in $b$.

## The zero-field Ising chain

`Bool` labels the two spin values, and `isingBond` is $-Jst$.

```lean
/-- The two values `+1` and `-1` of an Ising spin. -/
def spin (s : Bool) : ℝ := if s then 1 else -1

/-- Zero-field Ising bond energy with coupling `J`. -/
def isingBond (J : ℝ) (s t : Bool) : ℝ := -J * spin s * spin t
```

The closed form holds for all real `J` and `b`, with either sign.

```lean
/-- The open zero-field Ising chain of `n + 1` spins has partition function
`2 (2 cosh bJ)^n`. -/
theorem ising_partitionFn (J b : ℝ) (n : ℕ) :
    partitionFn (isingBond J) b (n + 1) = 2 * (2 * Real.cosh (b * J)) ^ n := by
  have hE : ∀ t : Fin 1 → Bool, energy (isingBond J) t = 0 := by
    intro t
    simp [energy]
  -- summing over the end spin gives the same factor for either neighbour
  have hend : ∀ x : Bool, ∑ t : Fin 1 → Bool, Real.exp (-b * isingBond J x (t 0))
      = 2 * Real.cosh (b * J) := by
    intro x
    refine ((Equiv.funUnique (Fin 1) Bool).sum_comp
      (fun y => Real.exp (-b * isingBond J x y))).trans ?_
    rw [Fintype.sum_bool, Real.cosh_eq]
    cases x <;> simp [isingBond, spin] <;> ring
  induction n with
  | zero =>
    have h1 : partitionFn (isingBond J) b 1 = 2 := by simp [partitionFn, hE]
    simpa using h1
  | succ k ih =>
    calc partitionFn (isingBond J) b (k + 1 + 1)
        = ∑ s : Fin (k + 1) → Bool, ∑ t : Fin 1 → Bool,
            Real.exp (-b * energy (isingBond J) s)
              * Real.exp (-b * isingBond J (s (Fin.last k)) (t 0))
              * Real.exp (-b * energy (isingBond J) t) := partitionFn_add _ b k 0
      _ = partitionFn (isingBond J) b (k + 1) * (2 * Real.cosh (b * J)) := by
          unfold partitionFn
          rw [Finset.sum_mul]
          refine Finset.sum_congr rfl fun s _ => ?_
          simp only [hE, mul_zero, Real.exp_zero, mul_one]
          rw [← Finset.mul_sum, hend]
      _ = 2 * (2 * Real.cosh (b * J)) ^ (k + 1) := by
          rw [ih]
          ring
```

`hend` is the sum over the end spin. The induction adds one site at a time through `partitionFn_add` with a second piece of length one.

```lean
/-- For the open zero-field Ising chain, `ln Z_n / n` converges to `ln (2 cosh bJ)`. -/
theorem ising_limit (J b : ℝ) :
    Tendsto (fun n : ℕ => Real.log (partitionFn (isingBond J) b n) / n) atTop
      (𝓝 (Real.log (2 * Real.cosh (b * J)))) := by
  have hc : 0 < 2 * Real.cosh (b * J) := mul_pos two_pos (Real.cosh_pos _)
  have h := (tendsto_const_div_atTop_nhds_zero_nat
    (Real.log 2 - Real.log (2 * Real.cosh (b * J)))).const_add
      (Real.log (2 * Real.cosh (b * J)))
  rw [add_zero] at h
  refine h.congr' ?_
  filter_upwards [eventually_ge_atTop 1] with n hn
  obtain ⟨k, rfl⟩ := Nat.exists_eq_add_of_le' hn
  rw [ising_partitionFn, Real.log_mul two_ne_zero (pow_pos hc k).ne', Real.log_pow]
  generalize Real.log (2 * Real.cosh (b * J)) = L
  push_cast
  have hk : (k : ℝ) + 1 ≠ 0 := by positivity
  have hi : ((k : ℝ) + 1) * ((k : ℝ) + 1)⁻¹ = 1 := mul_inv_cancel₀ hk
  linear_combination (-L) * hi

end

end OpenChainThermodynamicLimit
```

The proof rewrites the sequence, for $n\ge1$, as its limit plus a constant divided by $n$.

```lean
#print axioms OpenChainThermodynamicLimit.thermodynamic_limit
#print axioms OpenChainThermodynamicLimit.ising_limit
```

```
'OpenChainThermodynamicLimit.thermodynamic_limit' depends on axioms: [propext, Classical.choice, Quot.sound]
'OpenChainThermodynamicLimit.ising_limit' depends on axioms: [propext, Classical.choice, Quot.sound]
```
